# Parity sectors of a symmetric double-well matrix and the bound $2\lVert B\rVert$ on its tunnel splitting

## One orbital per well

Take two identical wells with one orbital each, on-site energy $a$ and tunnelling amplitude $b$, both real. The Hamiltonian is
$$\begin{pmatrix} a & b\\ b & a\end{pmatrix}.$$
Exchanging the wells leaves it unchanged, so its eigenvectors can be chosen even, $(1,1)/\sqrt2$, or odd, $(1,-1)/\sqrt2$. Their energies are $a+b$ and $a-b$, and the splitting is $2|b|$.

With $n\ge 1$ orbitals per well, $a$ and $b$ become Hermitian $n\times n$ matrices $A$ and $B$. The even and odd sectors survive, with Hamiltonians $A+B$ and $A-B$. When $A$ and $B$ do not commute, the levels of the two sectors are in general not sums and differences of eigenvalues of $A$ and $B$. The lowest levels of the two sectors nevertheless differ by at most $2\lVert B\rVert$, where $\lVert B\rVert$ is the operator norm, which for Hermitian $B$ is the largest absolute value of an eigenvalue.

For a one-electron model of a symmetric dimer in a finite orthonormal basis of orbitals on one fragment and their mirror images on the other, this limits the splitting between the lowest even and odd orbitals by the coupling block $B$ alone, whatever the on-site block $A$.

In the code, the finite type `n` labels the orbitals of one well, and the opened norm scope makes `‖B‖` the operator norm belonging to the Euclidean length of vectors.

```lean
import Mathlib

open Matrix
open scoped Matrix.Norms.L2Operator

namespace DoubleWellSplitting

noncomputable section

variable {n : Type*} [Fintype n] [DecidableEq n]
```

## The Hamiltonian and its lowest level

The double well is the block matrix
$$H=\begin{pmatrix} A & B\\ B & A\end{pmatrix}.$$
Its index type `n ⊕ n` holds one copy of the orbital labels for each well. The orbitals of the second well are the mirror images of those of the first, listed in the same order. Symmetry under exchange of the wells then requires the two diagonal blocks to be equal and the two off-diagonal blocks to be equal. A matrix $H$ of this form is Hermitian exactly when $A$ and $B$ are. There is no overlap matrix, so the orbitals of the two wells together are taken to be orthonormal.

```lean
/-- The Hamiltonian of two equal wells, each with on-site block `A`, coupled by the
tunnelling block `B`. -/
def doubleWell {R : Type*} (A B : Matrix n n R) : Matrix (n ⊕ n) (n ⊕ n) R :=
  fromBlocks A B B A
```

Write $E_0(M)$ for the smallest eigenvalue of a Hermitian matrix $M$. In Lean, `groundEnergy` takes the proof `hM` that $M$ is Hermitian, because the real eigenvalues are obtained from it. The assumption `[Nonempty n]` is the condition $n\ge1$, without which there is no smallest eigenvalue.

```lean
/-- The lowest eigenvalue of a Hermitian matrix of size at least one. -/
def groundEnergy [Nonempty n] {M : Matrix n n ℂ} (hM : M.IsHermitian) : ℝ :=
  Finset.univ.inf' Finset.univ_nonempty hM.eigenvalues
```

The variational argument also needs $\langle v,Mv\rangle$. The inner product is conjugate-linear in its first argument. `meanEnergy` takes the real part, which loses nothing for Hermitian $M$. It is the quantum-mechanical expectation value when $\lVert v\rVert=1$; for other vectors it carries a factor $\lVert v\rVert^2$.

```lean
/-- The real part of `⟨v, M v⟩`. -/
def meanEnergy (M : Matrix n n ℂ) (v : EuclideanSpace ℂ n) : ℝ :=
  (inner ℂ v (WithLp.toLp 2 (M *ᵥ v.ofLp))).re
```

## Even and odd vectors do not mix

Block multiplication gives
$$H\begin{pmatrix} v\\ v\end{pmatrix}=\begin{pmatrix}(A+B)v\\ (A+B)v\end{pmatrix},\qquad
H\begin{pmatrix} v\\ -v\end{pmatrix}=\begin{pmatrix}(A-B)v\\ -(A-B)v\end{pmatrix}.$$
For a unit vector $v$, the normalised states are $(v,\pm v)/\sqrt2$; the common factor does not affect the identities. In the code `Sum.elim v v` is the vector $(v,v)$. The proof multiplies out the blocks with `fromBlocks_mulVec` and rearranges the sums. Only ring operations occur, so the entries may lie in any commutative ring.

```lean
omit [DecidableEq n] in
/-- The double well preserves parity: on even vectors `(v, v)` it acts as `A + B`, and on odd
vectors `(v, -v)` as `A - B`. -/
theorem doubleWell_parity {R : Type*} [CommRing R] (A B : Matrix n n R) (v : n → R) :
    doubleWell A B *ᵥ Sum.elim v v = Sum.elim ((A + B) *ᵥ v) ((A + B) *ᵥ v) ∧
    doubleWell A B *ᵥ Sum.elim v (-v) = Sum.elim ((A - B) *ᵥ v) (-((A - B) *ᵥ v)) := by
  constructor
  · rw [doubleWell, fromBlocks_mulVec, Sum.elim_comp_inl, Sum.elim_comp_inr, add_mulVec,
      add_comm (B *ᵥ v)]
  · rw [doubleWell, fromBlocks_mulVec, Sum.elim_comp_inl, Sum.elim_comp_inr, mulVec_neg,
      mulVec_neg, sub_mulVec]
    congr 1 <;> abel
```

## The characteristic polynomial factorises

To see that the two sectors together account for the whole spectrum, with multiplicities, set
$$P=\begin{pmatrix}1&1\\0&1\end{pmatrix},\qquad Q=\begin{pmatrix}1&-1\\0&1\end{pmatrix},\qquad QP=1,$$
where each entry stands for an $n\times n$ block. Then
$$HQ=\begin{pmatrix}A&B-A\\B&A-B\end{pmatrix},\qquad
PHQ=\begin{pmatrix}A+B&0\\B&A-B\end{pmatrix}.$$
The characteristic polynomial of a product of two square matrices does not depend on their order. Writing $\chi$ for the characteristic polynomial,
$$\chi_H=\chi_{(HQ)P}=\chi_{P(HQ)}=\chi_{A+B}\,\chi_{A-B},$$
the last step because $PHQ$ is block triangular.

The `calc` chain has these three equalities, with `hQP` and `hT` supplying the two matrix products. The usual orthogonal change to even and odd combinations would make $H$ block diagonal, but it involves $1/\sqrt2$. The triangular form avoids division, and the identity holds over every commutative ring, with no Hermiticity assumed. For Hermitian complex $A$ and $B$ it identifies the levels of $H$ as those of $A+B$ together with those of $A-B$.

```lean
/-- The characteristic polynomial of the double well is the product of those of the even
block `A + B` and the odd block `A - B`. -/
theorem doubleWell_charpoly {R : Type*} [CommRing R] (A B : Matrix n n R) :
    (doubleWell A B).charpoly = (A + B).charpoly * (A - B).charpoly := by
  let P : Matrix (n ⊕ n) (n ⊕ n) R := fromBlocks 1 1 0 1
  let Q : Matrix (n ⊕ n) (n ⊕ n) R := fromBlocks 1 (-1) 0 1
  have hQP : Q * P = 1 := by
    simp [P, Q, fromBlocks_multiply]
  -- the change of basis removes the upper right block
  have hT : P * (doubleWell A B * Q) = fromBlocks (A + B) 0 B (A - B) := by
    simp only [P, Q, doubleWell, fromBlocks_multiply]
    congr 1 <;> noncomm_ring
  calc (doubleWell A B).charpoly = ((doubleWell A B * Q) * P).charpoly := by
        rw [Matrix.mul_assoc, hQP, Matrix.mul_one]
    _ = (P * (doubleWell A B * Q)).charpoly := Matrix.charpoly_mul_comm _ _
    _ = (A + B).charpoly * (A - B).charpoly := by
        rw [hT, Matrix.charpoly_fromBlocks_zero₁₂]
```

## The variational principle

Let $b_i$ be an orthonormal eigenbasis of a Hermitian $M$, with $Mb_i=\lambda_i b_i$. For any vector $x$,
$$\langle b_i,Mx\rangle=\langle Mb_i,x\rangle=\lambda_i\langle b_i,x\rangle .$$
Inserting the resolution of the identity gives
$$\langle x,Mx\rangle=\sum_i\langle x,b_i\rangle\langle b_i,Mx\rangle=\sum_i\lambda_i\,|\langle b_i,x\rangle|^2\ \ge\ E_0(M)\sum_i|\langle b_i,x\rangle|^2=E_0(M)\,\lVert x\rVert^2 .$$
In the proof, `key` is the first display, `hterm` turns $\langle x,b_i\rangle\langle b_i,x\rangle$ into a squared modulus, and `hn` expands the norm. The inequality is then checked term by term with `Finset.sum_le_sum`, using that each $\lambda_i$ is at least the minimum.

```lean
/-- Variational principle: for Hermitian `M`, the mean energy of any vector is at least the
ground energy times the squared norm of the vector. -/
theorem groundEnergy_le_meanEnergy [Nonempty n] {M : Matrix n n ℂ} (hM : M.IsHermitian)
    (x : EuclideanSpace ℂ n) : groundEnergy hM * ‖x‖ ^ 2 ≤ meanEnergy M x := by
  obtain ⟨b, hb⟩ : ∃ b : OrthonormalBasis n ℂ (EuclideanSpace ℂ n),
      ∀ i, M *ᵥ (b i).ofLp = hM.eigenvalues i • (b i).ofLp :=
    ⟨hM.eigenvectorBasis, hM.mulVec_eigenvectorBasis⟩
  -- components of `M x` in the eigenbasis
  have key : ∀ i, inner ℂ (b i) (WithLp.toLp 2 (M *ᵥ x.ofLp)) =
      (hM.eigenvalues i : ℂ) * inner ℂ (b i) x := by
    intro i
    have hs : star (b i).ofLp ᵥ* M = star (M *ᵥ (b i).ofLp) := by
      rw [star_mulVec, hM.eq]
    have h : star (b i).ofLp ⬝ᵥ (M *ᵥ x.ofLp) =
        (hM.eigenvalues i : ℂ) * (star (b i).ofLp ⬝ᵥ x.ofLp) := by
      rw [Matrix.dotProduct_mulVec, hs, hb, star_smul, smul_dotProduct, star_trivial,
        Complex.real_smul]
    rw [EuclideanSpace.inner_eq_star_dotProduct, EuclideanSpace.inner_eq_star_dotProduct,
      dotProduct_comm _ (star _), dotProduct_comm x.ofLp]
    exact h
  have hterm : ∀ i, inner ℂ x (b i) * inner ℂ (b i) x =
      ((‖inner ℂ (b i) x‖ ^ 2 : ℝ) : ℂ) := by
    intro i
    rw [← inner_conj_symm x (b i), mul_comm, Complex.mul_conj, Complex.normSq_eq_norm_sq]
  have hn : ‖x‖ ^ 2 = ∑ i, ‖inner ℂ (b i) x‖ ^ 2 := by
    have h2 : (inner ℂ x x).re = ‖x‖ ^ 2 := inner_self_eq_norm_sq (𝕜 := ℂ) x
    rw [← h2, ← b.sum_inner_mul_inner x x, Complex.re_sum]
    exact Finset.sum_congr rfl fun i _ => by rw [hterm, Complex.ofReal_re]
  -- compare the two expansions term by term
  rw [meanEnergy, ← b.sum_inner_mul_inner x, Complex.re_sum, hn, Finset.mul_sum]
  refine Finset.sum_le_sum fun i _ => ?_
  rw [key i, mul_left_comm, hterm, ← Complex.ofReal_mul, Complex.ofReal_re]
  exact mul_le_mul_of_nonneg_right (Finset.inf'_le _ (Finset.mem_univ i)) (sq_nonneg _)
```

The minimum over finitely many eigenvalues is attained at some index $i$, and the basis vector $b_i$ is a normalised ground state. The level may be degenerate; one such vector is enough.

```lean
/-- A Hermitian matrix of size at least one has a normalised eigenvector at its ground
energy. -/
theorem exists_groundState [Nonempty n] {M : Matrix n n ℂ} (hM : M.IsHermitian) :
    ∃ v : EuclideanSpace ℂ n, ‖v‖ = 1 ∧ M *ᵥ v.ofLp = groundEnergy hM • v.ofLp := by
  obtain ⟨i, -, hi⟩ := Finset.exists_mem_eq_inf' Finset.univ_nonempty hM.eigenvalues
  refine ⟨hM.eigenvectorBasis i, hM.eigenvectorBasis.orthonormal.1 i, ?_⟩
  rw [groundEnergy, hi]
  exact hM.mulVec_eigenvectorBasis i
```

If $\lVert v\rVert=1$ and $Mv=Ev$ with $E$ real, then
$$\langle v,Mv\rangle=E\,\lVert v\rVert^2=E.$$
The proof rewrites $Mv$ as $Ev$ and takes the scalar out of the inner product.

```lean
omit [DecidableEq n] in
/-- In a normalised eigenvector with real eigenvalue `E`, the mean energy is `E`. -/
theorem meanEnergy_eigenstate {M : Matrix n n ℂ} {E : ℝ} {v : EuclideanSpace ℂ n}
    (hv : ‖v‖ = 1) (hE : M *ᵥ v.ofLp = E • v.ofLp) : meanEnergy M v = E := by
  have h1 : WithLp.toLp 2 (E • v.ofLp) = (E : ℂ) • v := by
    ext i
    simp
  have h2 : (inner ℂ v v).re = ‖v‖ ^ 2 := inner_self_eq_norm_sq (𝕜 := ℂ) v
  rw [meanEnergy, hE, h1, inner_smul_right, Complex.re_ofReal_mul, h2, hv]
  ring
```

## A ground state as trial state for another Hamiltonian

From here on $P$ and $Q$ denote two Hermitian matrices of the same size, no longer the change of basis above. Let $v$ be a normalised ground state of $Q$. Used as a trial state for $P$, it gives
$$E_0(P)\le\langle v,Pv\rangle=\langle v,Qv\rangle+\langle v,(P-Q)v\rangle=E_0(Q)+\langle v,(P-Q)v\rangle .$$
The difference $E_0(P)-E_0(Q)$ is therefore at most the mean of $P-Q$ in $v$, which is the first-order energy shift of perturbation theory when the ground level of $Q$ is not degenerate. In Lean, `h` is the variational inequality, `hQv` evaluates the mean of $Q$, `hsub` splits the mean of the difference, and `linarith` combines them.

```lean
/-- The ground energy of `P` exceeds that of `Q` by at most the mean of `P - Q` in a
normalised ground state of `Q`, for Hermitian `P` and `Q`. -/
theorem groundEnergy_sub_le [Nonempty n] {P Q : Matrix n n ℂ} (hP : P.IsHermitian)
    (hQ : Q.IsHermitian) {v : EuclideanSpace ℂ n} (hv : ‖v‖ = 1)
    (hE : Q *ᵥ v.ofLp = groundEnergy hQ • v.ofLp) :
    groundEnergy hP - groundEnergy hQ ≤ meanEnergy (P - Q) v := by
  have h := groundEnergy_le_meanEnergy hP v
  have hQv := meanEnergy_eigenstate hv hE
  have hsub : meanEnergy (P - Q) v = meanEnergy P v - meanEnergy Q v := by
    simp only [meanEnergy, sub_mulVec, WithLp.toLp_sub, inner_sub_right, Complex.sub_re]
  rw [hv] at h
  linarith
```

## The bound on the tunnel splitting

Take $P=A+B$ and $Q=A-B$, so that $P-Q=2B$. For a normalised ground state $v$ of $A-B$, the Cauchy–Schwarz inequality and the definition of the operator norm give
$$E_0(A+B)-E_0(A-B)\le\langle v,2Bv\rangle\le\lVert 2Bv\rVert\le2\lVert B\rVert .$$
With the roles exchanged, a normalised ground state $w$ of $A+B$ gives
$$E_0(A-B)-E_0(A+B)\le\langle w,-2Bw\rangle\le2\lVert B\rVert .$$
Together these are
$$\bigl|E_0(A+B)-E_0(A-B)\bigr|\le2\lVert B\rVert .$$

In the theorem, `hA.add hB` and `hA.sub hB` are the proofs that $A+B$ and $A-B$ are Hermitian. The auxiliary statement `hmean` bounds the mean of any matrix in a unit vector by its norm, `h1` and `h2` are the two displayed chains, and `abs_le` joins them. The code writes $2B$ as `B + B` and uses the triangle inequality for its norm.

The splitting here compares the lowest level of each sector. These need not be the two lowest levels of $H$, since one sector may contain both. The splitting can also be much smaller than the bound: for $A=\mathrm{diag}(0,10)$ and $B=\mathrm{diag}(0,1)$ only the upper orbitals tunnel, both sectors have lowest level $0$, and the bound is $2$.

```lean
/-- For Hermitian `A` and `B` of size at least one, the tunnel splitting between the lowest
even and the lowest odd level is at most twice the operator norm of `B`. -/
theorem tunnel_splitting_le [Nonempty n] {A B : Matrix n n ℂ} (hA : A.IsHermitian)
    (hB : B.IsHermitian) :
    |groundEnergy (hA.add hB) - groundEnergy (hA.sub hB)| ≤ 2 * ‖B‖ := by
  have hmean : ∀ (M : Matrix n n ℂ) (v : EuclideanSpace ℂ n), ‖v‖ = 1 →
      meanEnergy M v ≤ ‖M‖ := by
    intro M v hv
    have h1 := norm_inner_le_norm (𝕜 := ℂ) v (WithLp.toLp 2 (M *ᵥ v.ofLp))
    have h2 := Matrix.l2_opNorm_mulVec M v
    rw [hv, one_mul] at h1
    rw [hv, mul_one] at h2
    exact (Complex.re_le_norm _).trans (h1.trans h2)
  have hBB : ‖B + B‖ ≤ ‖B‖ + ‖B‖ := norm_add_le B B
  obtain ⟨v, hv, hvE⟩ := exists_groundState (hA.sub hB)
  obtain ⟨w, hw, hwE⟩ := exists_groundState (hA.add hB)
  -- each sector's ground state serves as trial state for the other sector
  have h1 := (groundEnergy_sub_le (hA.add hB) (hA.sub hB) hv hvE).trans (hmean _ v hv)
  have h2 := (groundEnergy_sub_le (hA.sub hB) (hA.add hB) hw hwE).trans (hmean _ w hw)
  rw [show A + B - (A - B) = B + B by abel] at h1
  rw [show A - B - (A + B) = -(B + B) by abel, norm_neg] at h2
  rw [abs_le]
  constructor <;> linarith
```

## Uniform tunnelling attains the bound

Let $B=t\cdot1$ with $t$ real. Physically, each orbital tunnels only to its mirror image, and all do so with the same amplitude. Since $t$ is real, this block is Hermitian.

```lean
omit [Fintype n] in
/-- A real multiple of the identity is Hermitian. -/
theorem uniform_isHermitian (t : ℝ) : ((t : ℂ) • (1 : Matrix n n ℂ)).IsHermitian := by
  simp [Matrix.IsHermitian, Matrix.conjTranspose_smul]
```

The two sector Hamiltonians are now $A$ shifted by $+t$ and by $-t$, so
$$E_0(A+t)-E_0(A-t)=2t,\qquad\lVert t\cdot1\rVert=|t| .$$
The absolute splitting is $2|t|$, which equals the bound for every Hermitian $A$. The constant $2$ is therefore the best possible at every size $n\ge1$.

The sign carries information too. For $t<0$ the even level is the lower one, for $t>0$ the odd one, and at $t=0$ they coincide. As $t$ passes through zero the two levels cross without repulsion, as levels of different parity may.

The Lean proof obtains the equality from the variational bounds already established. The difference of the sector Hamiltonians is $\pm2t\cdot1$, whose mean in any normalised state is $\pm2t$. Hence `h1` says that the signed splitting is at most $2t$, and `h2` that its negative is at most $-2t$; `linarith` concludes equality. The norm follows from $\lVert1\rVert=1$.

```lean
/-- For Hermitian `A` of size at least one and tunnelling block `t · 1` with `t` real, the
lowest even level minus the lowest odd level is `2 t`, and the tunnelling block has norm
`|t|`. -/
theorem uniform_tunnel_splitting [Nonempty n] {A : Matrix n n ℂ} (hA : A.IsHermitian)
    (t : ℝ) :
    groundEnergy (hA.add (uniform_isHermitian t)) -
      groundEnergy (hA.sub (uniform_isHermitian t)) = 2 * t ∧
    ‖(t : ℂ) • (1 : Matrix n n ℂ)‖ = |t| := by
  have hmean : ∀ (c : ℝ) (v : EuclideanSpace ℂ n), ‖v‖ = 1 →
      meanEnergy ((c : ℂ) • (1 : Matrix n n ℂ)) v = c := by
    intro c v hv
    apply meanEnergy_eigenstate hv
    rw [Matrix.smul_mulVec, Matrix.one_mulVec]
    ext i
    simp
  constructor
  · obtain ⟨v, hv, hvE⟩ := exists_groundState (hA.sub (uniform_isHermitian t))
    obtain ⟨w, hw, hwE⟩ := exists_groundState (hA.add (uniform_isHermitian t))
    -- the two variational bounds coincide
    have h1 := groundEnergy_sub_le (hA.add (uniform_isHermitian t)) _ hv hvE
    have h2 := groundEnergy_sub_le (hA.sub (uniform_isHermitian t)) _ hw hwE
    rw [show A + (t : ℂ) • (1 : Matrix n n ℂ) - (A - (t : ℂ) • (1 : Matrix n n ℂ)) =
      ((2 * t : ℝ) : ℂ) • (1 : Matrix n n ℂ) by push_cast; module, hmean _ v hv] at h1
    rw [show A - (t : ℂ) • (1 : Matrix n n ℂ) - (A + (t : ℂ) • (1 : Matrix n n ℂ)) =
      ((-(2 * t) : ℝ) : ℂ) • (1 : Matrix n n ℂ) by push_cast; module, hmean _ w hw] at h2
    linarith
  · rw [norm_smul, CStarRing.norm_one, mul_one, Complex.norm_real, Real.norm_eq_abs]

end

end DoubleWellSplitting
```

```lean
#print axioms DoubleWellSplitting.doubleWell_parity
#print axioms DoubleWellSplitting.doubleWell_charpoly
#print axioms DoubleWellSplitting.tunnel_splitting_le
#print axioms DoubleWellSplitting.uniform_tunnel_splitting
```

```
'DoubleWellSplitting.doubleWell_parity' depends on axioms: [propext, Classical.choice, Quot.sound]
'DoubleWellSplitting.doubleWell_charpoly' depends on axioms: [propext, Classical.choice, Quot.sound]
'DoubleWellSplitting.tunnel_splitting_le' depends on axioms: [propext, Classical.choice, Quot.sound]
'DoubleWellSplitting.uniform_tunnel_splitting' depends on axioms: [propext, Classical.choice, Quot.sound]
```
